# Negative-energy oscillator strength of a free massive Dirac particle equals $-m\,\partial^2E/\partial p_k^2$

Electrons near a heavy nucleus carry momenta that are not small against their rest mass, and the Dirac Hamiltonian is a starting point for computing their response to light. For a Schrödinger electron in a local potential the dipole oscillator strengths out of a state, taken along one axis, add up to one. The Dirac Hamiltonian is linear in momentum, so the double commutator with position behind that sum vanishes, and the strength going to positive-energy states has to balance a negative strength going to negative-energy states. How large is the negative part? Below it is computed for one free particle of mass $m>0$ in a positive-energy state of fixed momentum $\mathbf p$, in units $\hbar=c=1$. This is the one-particle theory, with the negative-energy states counted as empty.

## The Dirac algebra and the quantities built from it

Only algebraic relations among the Dirac matrices enter, so they are taken as elements of an arbitrary associative real algebra `A` with unit.

```lean
import Mathlib

open Complex

namespace DiracOscillatorStrength

noncomputable section

variable {A : Type*} [Ring A] [Algebra ℝ A]
```

Axes are labelled $k=0,1,2$ for $x,y,z$, as in `Fin 3`. With $\{a,b\}=ab+ba$, the hypothesis `IsDirac` states
$$\alpha_i^2=\beta^2=1,\qquad \{\alpha_i,\alpha_j\}=0\ (i\ne j),\qquad \{\alpha_i,\beta\}=0 .$$
These are the conditions under which a Hamiltonian linear in momentum squares to the relativistic dispersion.

```lean
/-- The Dirac algebra: `α 0, α 1, α 2, β` square to one and anticommute pairwise. -/
structure IsDirac (α : Fin 3 → A) (β : A) : Prop where
  alpha_sq : ∀ i, α i * α i = 1
  alpha_anti : ∀ i j, i ≠ j → α i * α j + α j * α i = 0
  alpha_beta : ∀ i, α i * β + β * α i = 0
  beta_sq : β * β = 1
```

The momentum is a triple of real numbers $p_0,p_1,p_2$, not an operator. Set $p^2=\sum_i p_i^2$ and $E=\sqrt{p^2+m^2}$. For derivatives along axis $k$, `energyAlong` replaces $p_k$ by a variable $t$ and keeps the other components.

```lean
/-- Squared momentum `p²`. -/
def momSq (p : Fin 3 → ℝ) : ℝ := ∑ i, p i ^ 2

/-- Relativistic energy `E = √(p² + m²)`. -/
def energy (m : ℝ) (p : Fin 3 → ℝ) : ℝ := √(momSq p + m ^ 2)

/-- The energy as a function of the momentum component `p_k`, the others held fixed. -/
def energyAlong (m : ℝ) (p : Fin 3 → ℝ) (k : Fin 3) (t : ℝ) : ℝ :=
  energy m (Function.update p k t)
```

The Hamiltonian is $H=\sum_i p_i\alpha_i+m\beta$, and $\Lambda_\pm=\tfrac12(1\pm H/E)$.

```lean
/-- Free Dirac Hamiltonian `H = α·p + mβ`. -/
def ham (α : Fin 3 → A) (β : A) (m : ℝ) (p : Fin 3 → ℝ) : A := (∑ i, p i • α i) + m • β

/-- `Λ₊ = (1 + H/E)/2`. -/
def projPos (α : Fin 3 → A) (β : A) (m : ℝ) (p : Fin 3 → ℝ) : A :=
  (1 / 2 : ℝ) • (1 + (energy m p)⁻¹ • ham α β m p)

/-- `Λ₋ = (1 - H/E)/2`. -/
def projNeg (α : Fin 3 → A) (β : A) (m : ℝ) (p : Fin 3 → ℝ) : A :=
  (1 / 2 : ℝ) • (1 - (energy m p)⁻¹ • ham α β m p)
```

The velocity operator along axis $k$ is $\partial H/\partial p_k=\alpha_k$. In velocity form the strength from a state $\psi$ of energy $E_\psi$ to a state $\chi$ of energy $E_\chi$ is $2m|\chi^\dagger\alpha_k\psi|^2/(E_\chi-E_\psi)$, with the rest mass as prefactor. Dipole transitions conserve $\mathbf p$, so summing over negative-energy $\chi$ replaces $\sum\chi\chi^\dagger$ by $\Lambda_-$. This motivates the definition
$$F_k=\frac{2m}{(-E)-E}\,\Lambda_+\alpha_k\Lambda_-\alpha_k\Lambda_+ ,$$
whose expectation value in a normalised positive-energy spinor is the summed strength. That reading uses Hermitian matrices; `A` carries no adjoint, and the theorems are identities between algebra elements. The scalar $S=(m/E)\bigl(1-p^2/(3E^2)\bigr)$ is defined alongside.

```lean
/-- Velocity-form oscillator strength along axis `k` from energy `E` to energy `-E`:
`2m/((-E) - E) · Λ₊ α_k Λ₋ α_k Λ₊`. -/
def negStrength (α : Fin 3 → A) (β : A) (m : ℝ) (p : Fin 3 → ℝ) (k : Fin 3) : A :=
  (2 * m / (-energy m p - energy m p)) •
    (projPos α β m p * α k * projNeg α β m p * α k * projPos α β m p)

/-- `S = (m/E)(1 - p²/(3E²))`. -/
def avgStrength (m : ℝ) (p : Fin 3 → ℝ) : ℝ :=
  m / energy m p * (1 - momSq p / (3 * energy m p ^ 2))
```

## Energy projectors

For $m>0$ the radicand is positive, so $E>0$ and $E^2=p^2+m^2$.

```lean
variable {α : Fin 3 → A} {β : A} {m : ℝ}

/-- For `m > 0` the energy is positive and `E² = p² + m²`. -/
theorem energy_spec (hm : 0 < m) (p : Fin 3 → ℝ) :
    0 < energy m p ∧ energy m p ^ 2 = momSq p + m ^ 2 := by
  have h : 0 < momSq p + m ^ 2 := by unfold momSq; positivity
  exact ⟨Real.sqrt_pos.2 h, Real.sq_sqrt h.le⟩
```

Expanding the square,
$$H^2=\sum_i p_i^2\alpha_i^2+m^2\beta^2+\sum_{i<j}p_ip_j\{\alpha_i,\alpha_j\}+m\sum_i p_i\{\alpha_i,\beta\}=E^2 .$$
The six terms handed to `linear_combination` are these six vanishing anticommutators with their coefficients.

```lean
/-- `H² = E²`. -/
theorem ham_sq (h : IsDirac α β) (m : ℝ) (p : Fin 3 → ℝ) :
    ham α β m p * ham α β m p = (energy m p ^ 2) • (1 : A) := by
  have h0 : 0 ≤ momSq p + m ^ 2 := by unfold momSq; positivity
  rw [energy, Real.sq_sqrt h0]
  simp only [ham, momSq, Fin.sum_univ_three, mul_add, add_mul, mul_smul_comm, smul_mul_assoc,
    h.alpha_sq, h.beta_sq]
  -- the cross terms are anticommutators
  linear_combination (norm := module) (p 0 * p 1) • h.alpha_anti 0 1 (by decide)
    + (p 0 * p 2) • h.alpha_anti 0 2 (by decide) + (p 1 * p 2) • h.alpha_anti 1 2 (by decide)
    + (m * p 0) • h.alpha_beta 0 + (m * p 1) • h.alpha_beta 1 + (m * p 2) • h.alpha_beta 2
```

Likewise $\{\alpha_k,H\}=\sum_i p_i\{\alpha_k,\alpha_i\}+m\{\alpha_k,\beta\}=2p_k$, because only $i=k$ survives; `Finset.sum_eq_single` selects that term.

```lean
/-- `{α_k, H} = 2 p_k`. -/
theorem anticomm_ham (h : IsDirac α β) (m : ℝ) (p : Fin 3 → ℝ) (k : Fin 3) :
    α k * ham α β m p + ham α β m p * α k = (2 * p k) • (1 : A) := by
  have e : α k * ham α β m p + ham α β m p * α k
      = (∑ i, p i • (α k * α i + α i * α k)) + m • (α k * β + β * α k) := by
    simp only [ham, mul_add, add_mul, Finset.mul_sum, Finset.sum_mul, mul_smul_comm,
      smul_mul_assoc, smul_add, Finset.sum_add_distrib]
    abel
  rw [e, h.alpha_beta, smul_zero, add_zero, Finset.sum_eq_single k, h.alpha_sq]
  · module
  · intro i _ hik
    rw [h.alpha_anti k i hik.symm, smul_zero]
  · simp
```

From $H^2=E^2$ follow $\Lambda_\pm^2=\tfrac14(1\pm2H/E+1)=\Lambda_\pm$ and $H\Lambda_\pm=\tfrac12(H\pm E)=\pm E\Lambda_\pm$, while $\Lambda_++\Lambda_-=1$ is immediate. The eigenvalue equations identify the denominator of $F_k$ as the transition energy. In the proof each identity is expanded in $1$ and $H$, and `match_scalars` compares coefficients.

```lean
/-- `Λ₊` and `Λ₋` are idempotent, add to one, and satisfy `HΛ± = ±EΛ±`. -/
theorem projectors (h : IsDirac α β) (hm : 0 < m) (p : Fin 3 → ℝ) :
    projPos α β m p * projPos α β m p = projPos α β m p ∧
    projNeg α β m p * projNeg α β m p = projNeg α β m p ∧
    projPos α β m p + projNeg α β m p = 1 ∧
    ham α β m p * projPos α β m p = energy m p • projPos α β m p ∧
    ham α β m p * projNeg α β m p = (-energy m p) • projNeg α β m p := by
  have hE := (energy_spec hm p).1.ne'
  refine ⟨?_, ?_, ?_, ?_, ?_⟩ <;>
    simp only [projPos, projNeg, smul_mul_assoc, mul_smul_comm, mul_add, add_mul, mul_sub,
      sub_mul, mul_one, one_mul, ham_sq h] <;>
    match_scalars <;> first | ring1 | (field_simp <;> ring1)
```

## The velocity operator between the projectors

Write $u=H/E$, $a=\alpha_k$, $c=p_k/E$, so that $u^2=a^2=1$ and $au=2c-ua$. Then
$$aua=2ca-u,\qquad uau=2cu-a,$$
$$a\Lambda_-a=\tfrac12(1-aua)=\Lambda_+-ca,$$
$$\Lambda_+a\Lambda_+=\tfrac14(a+ua+au+uau)=\tfrac14(2c+2cu)=c\Lambda_+ .$$
The last line says that the velocity operator projected onto the positive-energy states is $p_k/E$, which is therefore its expectation value in each of them. Combining,
$$\Lambda_+\alpha_k\Lambda_-\alpha_k\Lambda_+=\Lambda_+(\Lambda_+-ca)\Lambda_+=\Bigl(1-\frac{p_k^2}{E^2}\Bigr)\Lambda_+ .$$
The internal statement `key` carries out the first three lines for abstract `u`, `a`, `c`, with `haua` and `huau` as the two triple products, and the closing `calc` is the last display. The result holds for every axis, the $z$ case being $k=2$.

```lean
/-- `Λ₊ α_k Λ₊ = (p_k/E) Λ₊` and `Λ₊ α_k Λ₋ α_k Λ₊ = (1 - p_k²/E²) Λ₊`. -/
theorem sandwich (h : IsDirac α β) (hm : 0 < m) (p : Fin 3 → ℝ) (k : Fin 3) :
    projPos α β m p * α k * projPos α β m p = (p k / energy m p) • projPos α β m p ∧
    projPos α β m p * α k * projNeg α β m p * α k * projPos α β m p
      = (1 - p k ^ 2 / energy m p ^ 2) • projPos α β m p := by
  have hE := (energy_spec hm p).1.ne'
  have key : ∀ (u a : A) (c : ℝ), u * u = 1 → a * a = 1 → a * u + u * a = (2 * c) • (1 : A) →
      a * ((1 / 2 : ℝ) • (1 - u)) * a = (1 / 2 : ℝ) • (1 + u) - c • a ∧
      (1 / 2 : ℝ) • (1 + u) * a * (1 / 2 : ℝ) • (1 + u) = c • (1 / 2 : ℝ) • (1 + u) := by
    intro u a c huu haa ha
    have haua : a * u * a = (2 * c) • a - u := by
      rw [eq_sub_of_add_eq ha, sub_mul, smul_mul_assoc, one_mul, mul_assoc, haa, mul_one]
    have huau : u * a * u = (2 * c) • u - a := by
      rw [mul_assoc, eq_sub_of_add_eq ha, mul_sub, mul_smul_comm, mul_one, ← mul_assoc, huu,
        one_mul]
    constructor
    · simp only [mul_smul_comm, smul_mul_assoc, mul_sub, sub_mul, mul_one, haa, haua]
      module
    · simp only [mul_smul_comm, smul_mul_assoc, mul_add, add_mul, mul_one, one_mul, huau]
      linear_combination (norm := module) (1 / 4 : ℝ) • ha
  -- apply with `u = H/E`, `c = p_k/E`
  obtain ⟨h1, h2⟩ : α k * projNeg α β m p * α k = projPos α β m p - (p k / energy m p) • α k ∧
      projPos α β m p * α k * projPos α β m p = (p k / energy m p) • projPos α β m p := by
    refine key _ _ _ ?_ (h.alpha_sq k) ?_
    · have e : (energy m p)⁻¹ * (energy m p)⁻¹ * energy m p ^ 2 = 1 := by field_simp
      rw [smul_mul_assoc, mul_smul_comm, ham_sq h, smul_smul, smul_smul, e, one_smul]
    · rw [mul_smul_comm, smul_mul_assoc, ← smul_add, anticomm_ham h, smul_smul]
      congr 1
      ring
  have hPP := (projectors h hm p).1
  refine ⟨h2, ?_⟩
  calc _ = projPos α β m p * (α k * projNeg α β m p * α k) * projPos α β m p := by
        simp only [mul_assoc]
    _ = _ := by
        rw [h1, mul_sub, sub_mul, hPP, hPP, mul_smul_comm, smul_mul_assoc, h2, ← div_pow]
        module
```

## Curvature of the dispersion

Along axis $k$ the energy is $\sqrt{t^2+C}$ with $C=m^2+\sum_{i\ne k}p_i^2>0$ (the `c` of this proof). The chain and quotient rules give, at $t=p_k$,
$$\frac{\partial E}{\partial p_k}=\frac{p_k}{E},\qquad \frac{\partial^2E}{\partial p_k^2}=\frac{E-p_k\cdot p_k/E}{E^2}=\frac1E\Bigl(1-\frac{p_k^2}{E^2}\Bigr).$$
The first derivative is established at every $t$ in `h1`, so that it can be differentiated again. Lean's `deriv` returns zero where a function is not differentiable; the `HasDerivAt` statements exclude that case here.

```lean
/-- `dE/dp_k = p_k/E` and `d²E/dp_k² = (1 - p_k²/E²)/E`. -/
theorem energy_deriv (hm : 0 < m) (p : Fin 3 → ℝ) (k : Fin 3) :
    HasDerivAt (energyAlong m p k) (p k / energy m p) (p k) ∧
    HasDerivAt (deriv (energyAlong m p k))
      ((1 - p k ^ 2 / energy m p ^ 2) / energy m p) (p k) := by
  obtain ⟨c, hc, hE⟩ : ∃ c : ℝ, 0 < c ∧ energyAlong m p k = fun t => √(t ^ 2 + c) := by
    refine ⟨(∑ i ∈ Finset.univ.erase k, p i ^ 2) + m ^ 2, by positivity, funext fun t => ?_⟩
    have hs : momSq (Function.update p k t) = t ^ 2 + ∑ i ∈ Finset.univ.erase k, p i ^ 2 := by
      rw [momSq, ← Finset.add_sum_erase _ _ (Finset.mem_univ k), Function.update_self]
      congr 1
      exact Finset.sum_congr rfl fun i hi => by
        rw [Function.update_of_ne (Finset.ne_of_mem_erase hi)]
    rw [energyAlong, energy, hs, add_assoc]
  have hp : energy m p = √(p k ^ 2 + c) := by
    have e : energy m p = energyAlong m p k (p k) := by
      rw [energyAlong, Function.update_eq_self]
    exact e.trans (congrFun hE _)
  have h1 : ∀ t : ℝ, HasDerivAt (fun t : ℝ => √(t ^ 2 + c)) (t / √(t ^ 2 + c)) t := by
    intro t
    have hpos : 0 < t ^ 2 + c := by positivity
    have h0 : HasDerivAt (fun t : ℝ => t ^ 2 + c) (2 * t) t := by
      simpa using (hasDerivAt_pow 2 t).add_const c
    exact (h0.sqrt hpos.ne').congr_deriv (mul_div_mul_left _ _ two_ne_zero)
  have hd : deriv (fun t : ℝ => √(t ^ 2 + c)) = fun t => t / √(t ^ 2 + c) :=
    funext fun t => (h1 t).deriv
  have hs : √(p k ^ 2 + c) ≠ 0 := hp ▸ (energy_spec hm p).1.ne'
  have e : ∀ x s : ℝ, s ≠ 0 → (1 * s - x * (x / s)) / s ^ 2 = (1 - x ^ 2 / s ^ 2) / s := by
    intro x s hs
    field_simp
  rw [hE, hp, hd]
  exact ⟨h1 _, ((hasDerivAt_id' (p k)).fun_div (h1 (p k)) hs).congr_deriv (e _ _ hs)⟩
```

## Strength along one axis and its average

Since $2m/(-2E)=-m/E$,
$$F_k=-f_k\Lambda_+,\qquad f_k=\frac mE\Bigl(1-\frac{p_k^2}{E^2}\Bigr)=m\,\frac{\partial^2E}{\partial p_k^2}>0 .$$
These are the three clauses of `negStrength_eq`, valid for every $\mathbf p$, zero included. Positivity comes from $p_k^2\le p^2<E^2$. Because $F_k$ is a multiple of $\Lambda_+$, every normalised positive-energy spinor has the same strength $-f_k$, whatever its spin.

```lean
/-- The negative-energy oscillator strength along axis `k` is `-(m/E)(1 - p_k²/E²) Λ₊`;
the magnitude `(m/E)(1 - p_k²/E²)` equals `m d²E/dp_k²` and is positive. -/
theorem negStrength_eq (h : IsDirac α β) (hm : 0 < m) (p : Fin 3 → ℝ) (k : Fin 3) :
    negStrength α β m p k
      = (-(m / energy m p * (1 - p k ^ 2 / energy m p ^ 2))) • projPos α β m p ∧
    m / energy m p * (1 - p k ^ 2 / energy m p ^ 2)
      = m * deriv (deriv (energyAlong m p k)) (p k) ∧
    0 < m / energy m p * (1 - p k ^ 2 / energy m p ^ 2) := by
  obtain ⟨hE, hE2⟩ := energy_spec hm p
  refine ⟨?_, ?_, ?_⟩
  · have e : -energy m p - energy m p = -2 * energy m p := by ring
    rw [negStrength, (sandwich h hm p k).2, smul_smul, e]
    congr 1
    ring
  · rw [(energy_deriv hm p k).2.deriv]
    ring
  · have hk : p k ^ 2 ≤ momSq p :=
      Finset.single_le_sum (f := fun i => p i ^ 2) (fun i _ => sq_nonneg _) (Finset.mem_univ k)
    have hm2 : 0 < m ^ 2 := by positivity
    exact mul_pos (div_pos hm hE)
      (sub_pos.2 ((div_lt_one (by positivity)).2 (by linarith)))
```

Averaging over the axes replaces $p_k^2$ by $p^2/3$:
$$\tfrac13\sum_kF_k=-S\Lambda_+,\qquad S=\tfrac13\sum_k m\,\frac{\partial^2E}{\partial p_k^2}.$$

```lean
/-- Averaged over the three axes the negative-energy strength is `-S Λ₊`, and `S` is the axis
average of `m d²E/dp_k²`. -/
theorem axis_average (h : IsDirac α β) (hm : 0 < m) (p : Fin 3 → ℝ) :
    (1 / 3 : ℝ) • ∑ k, negStrength α β m p k = (-avgStrength m p) • projPos α β m p ∧
    avgStrength m p = 1 / 3 * ∑ k, m * deriv (deriv (energyAlong m p k)) (p k) := by
  have h1 := fun k => (negStrength_eq h hm p k).1
  have h2 := fun k => (negStrength_eq h hm p k).2.1.symm
  constructor
  · simp only [h1]
    rw [← Finset.sum_smul, smul_smul]
    congr 1
    simp only [avgStrength, momSq, Fin.sum_univ_three]
    ring
  · simp only [h2, avgStrength, momSq, Fin.sum_univ_three]
    ring
```

That positive-energy states supply $+S$ is the content of the vanishing sum rule, which needs a position operator and is not among the theorems; these give the negative-energy strength and its equality with the curvature. For a free particle of sharp momentum the positive-energy final states have the same $\mathbf p$ and the same energy $E$, so the velocity-form expression has a zero denominator for them. The balancing $+S$ is therefore not carried by excitations of finite energy: it is a zero-frequency weight, the axis average of $m\,\partial^2E/\partial p_k^2$, a quantity that equals one for the Schrödinger dispersion $p^2/(2m)$. Nothing is proved here about bound states or a nuclear potential.

## Bounds on the average

For $\mathbf p\ne0$,
$$1-\frac{5p^2}{6m^2}<S<1 .$$
Some component is nonzero, so $p^2>0$ and $E>m$. Substituting $p^2=E^2-m^2$ gives $S=m(2E^2+m^2)/(3E^3)$, and both differences factor:
$$1-S=\frac{3E^3-2mE^2-m^3}{3E^3}=\frac{(E-m)(m^2+mE+3E^2)}{3E^3},$$
$$S-\Bigl(1-\frac{5p^2}{6m^2}\Bigr)=\frac{(E-m)^2(2m^3+4m^2E+10mE^2+5E^3)}{6m^2E^3}.$$
These are `e2` and `e1`, and every factor is positive. The coefficient $5/6=1/2+1/3$ collects the leading small-momentum terms of the two factors of $S$. The lower bound is useful only at small momentum: it is negative once $p^2>6m^2/5$, while $S$ stays positive. For $m=4$, $\mathbf p=(0,0,3)$, $E=5$ the chain reads $17/32<88/125<1$.

```lean
/-- For nonzero momentum, `1 - 5p²/(6m²) < S < 1`. -/
theorem avgStrength_bounds (hm : 0 < m) (p : Fin 3 → ℝ) (hp : p ≠ 0) :
    1 - 5 * momSq p / (6 * m ^ 2) < avgStrength m p ∧ avgStrength m p < 1 := by
  obtain ⟨hE, hE2⟩ := energy_spec hm p
  obtain ⟨k, hk⟩ := Function.ne_iff.1 hp
  have hk' : p k ≠ 0 := hk
  have hk1 : 0 < p k ^ 2 := by positivity
  have hk2 : p k ^ 2 ≤ momSq p :=
    Finset.single_le_sum (f := fun i => p i ^ 2) (fun i _ => sq_nonneg _) (Finset.mem_univ k)
  have hd : 0 < energy m p - m := by nlinarith
  have hq : momSq p = energy m p ^ 2 - m ^ 2 := by linarith
  rw [avgStrength, hq]
  generalize energy m p = E at hE hd ⊢
  -- both differences factor through `E - m > 0`
  have e1 : m / E * (1 - (E ^ 2 - m ^ 2) / (3 * E ^ 2)) - (1 - 5 * (E ^ 2 - m ^ 2) / (6 * m ^ 2))
      = (E - m) ^ 2 * (2 * m ^ 3 + 4 * m ^ 2 * E + 10 * m * E ^ 2 + 5 * E ^ 3)
        / (6 * m ^ 2 * E ^ 3) := by
    field_simp
    ring
  have e2 : 1 - m / E * (1 - (E ^ 2 - m ^ 2) / (3 * E ^ 2))
      = (E - m) * (m ^ 2 + m * E + 3 * E ^ 2) / (3 * E ^ 3) := by
    field_simp
    ring
  constructor
  · rw [← sub_pos, e1]
    exact div_pos (mul_pos (pow_pos hd 2) (by positivity)) (by positivity)
  · rw [← sub_pos, e2]
    exact div_pos (mul_pos hd (by positivity)) (by positivity)
```

## Zero momentum, negative mass, commuting matrices

At $\mathbf p=0$ one has $E=m$ and $S=1$, and both strict inequalities become $1<1$. With $m=-4$ and $\mathbf p=(0,0,3)$ the energy is still $5$, but $f_2=-64/125$ is negative and $S=-88/125$ lies below $17/32$. If the squares are kept and anticommutation is given up, take the real numbers as the algebra with $\alpha_i=\beta=1$, $m=4$ and the same momentum: $H=7$, so $H^2=49\ne25$, and $\Lambda_+=6/5$ is not idempotent.

## The standard $4\times4$ matrices

`IsDirac` is an assumption of every operator identity above. It holds in the Dirac representation, where $\alpha_0,\alpha_1,\alpha_2$ have the Pauli matrices $\sigma_x,\sigma_y,\sigma_z$ respectively in both off-diagonal blocks and $\beta=\mathrm{diag}(1,1,-1,-1)$, the complex matrices being regarded as a real algebra.

```lean
/-- The matrices `α 0, α 1, α 2` (axes x, y, z) in the Dirac representation. -/
def diracAlpha : Fin 3 → Matrix (Fin 4) (Fin 4) ℂ :=
  ![!![0, 0, 0, 1; 0, 0, 1, 0; 0, 1, 0, 0; 1, 0, 0, 0],
    !![0, 0, 0, -I; 0, 0, I, 0; 0, -I, 0, 0; I, 0, 0, 0],
    !![0, 0, 1, 0; 0, 0, 0, -1; 1, 0, 0, 0; 0, -1, 0, 0]]

/-- The matrix `β` in the Dirac representation. -/
def diracBeta : Matrix (Fin 4) (Fin 4) ℂ := !![1, 0, 0, 0; 0, 1, 0, 0; 0, 0, -1, 0; 0, 0, 0, -1]
```

The relations are checked entry by entry; three anticommutators among the $\alpha_k$ are computed, and the reversed orders follow by symmetry of the sum.

```lean
set_option maxHeartbeats 400000 in
/-- The 4×4 Dirac matrices satisfy the Dirac algebra. -/
theorem isDirac_witness : IsDirac diracAlpha diracBeta := by
  obtain ⟨h01, h02, h12⟩ :
      diracAlpha 0 * diracAlpha 1 + diracAlpha 1 * diracAlpha 0 = 0 ∧
      diracAlpha 0 * diracAlpha 2 + diracAlpha 2 * diracAlpha 0 = 0 ∧
      diracAlpha 1 * diracAlpha 2 + diracAlpha 2 * diracAlpha 1 = 0 := by
    refine ⟨?_, ?_, ?_⟩ <;> ext a b <;> fin_cases a <;> fin_cases b <;>
      simp [diracAlpha]
  refine ⟨fun i => ?_, fun i j hij => ?_, fun i => ?_, ?_⟩
  · fin_cases i <;> ext a b <;> fin_cases a <;> fin_cases b <;>
      simp [diracAlpha, Matrix.mul_apply, Fin.sum_univ_four]
  · fin_cases i <;> fin_cases j
    exacts [absurd rfl hij, h01, h02, (add_comm _ _).trans h01, absurd rfl hij, h12,
      (add_comm _ _).trans h02, (add_comm _ _).trans h12, absurd rfl hij]
  · fin_cases i <;> ext a b <;> fin_cases a <;> fin_cases b <;>
      simp [diracAlpha, diracBeta]
  · ext a b
    fin_cases a <;> fin_cases b <;> simp [diracBeta, Matrix.mul_apply, Fin.sum_univ_four]

end

end DiracOscillatorStrength
```

```lean
#print axioms DiracOscillatorStrength.negStrength_eq
#print axioms DiracOscillatorStrength.axis_average
#print axioms DiracOscillatorStrength.avgStrength_bounds
```

```
'DiracOscillatorStrength.negStrength_eq' depends on axioms: [propext, Classical.choice, Quot.sound]
'DiracOscillatorStrength.axis_average' depends on axioms: [propext, Classical.choice, Quot.sound]
'DiracOscillatorStrength.avgStrength_bounds' depends on axioms: [propext, Classical.choice, Quot.sound]
```
